# For finite stoquastic $H$ with $H-E$ positive definite, $(H-E)^{-1}$ has no negative entry

A Monte Carlo code that uses the entries of a Green's matrix as sampling weights fails when one of them is negative, because a negative number is not a probability. The code can sample the absolute value and carry the sign along, but contributions of opposite sign can then cancel and the statistical noise can swamp the result. Two sites with zero site energies and coupling $t=1$ already give negative entries. At energy $E=-2$,

$$
\begin{pmatrix}2&1\\1&2\end{pmatrix}^{-1}=\frac13\begin{pmatrix}2&-1\\-1&2\end{pmatrix}.
$$

With $t=-1$ the off-diagonal entries of the inverse become $+1/3$.

## A sign condition and an energy condition

Let $H$ be a real $n\times n$ matrix, $E$ a real energy, and $G(E)=(H-E)^{-1}$, where $E$ stands for $E$ times the unit matrix. Assume that

- $H_{ij}\le 0$ for all $i\ne j$ (the matrix is *stoquastic*);
- $x\cdot(H-E)x>0$ for every nonzero real vector $x$.

Then $G_{ik}(E)\ge 0$ for all $i,k$, and $G_{kk}(E)>0$ for all $k$.

The first condition depends on the basis: it says that every matrix element connecting two different basis states is zero or negative. The second places $E$ low enough. For symmetric $H$ it means that $E$ is below the lowest eigenvalue. A variational energy is an upper bound on that eigenvalue, so it is not a safe choice of $E$.

## Sampling weights and solver checks

A projector Monte Carlo method that applies $(H-E)^{-1}$ repeatedly can treat its entries as unnormalised transition weights when $H$ is a finite real matrix satisfying both conditions. Strict positivity along chains of couplings, derived below, guarantees that one application to basis state $k$ gives positive weight to every state $i$ from which a chain of negative matrix elements leads to $k$.

The result also gives a check on a linear solver. If the conditions hold and a computed column of $G$ has a negative entry larger than the expected rounding error, either the matrix was assembled wrongly or the solve is inaccurate.

## Testing with the negative part

Write $A=H-E$.

**Invertibility.** If $Av=0$ with $v\ne0$, then $v\cdot Av=0$, which contradicts the energy condition. So $A$ is invertible and $AG=1$.

**Nonnegative sources give nonnegative responses.** Suppose $(Ax)_i\ge0$ for all $i$. Split $x=p-m$ with $m_j=\max(-x_j,0)$ and $p_j=m_j+x_j$. Both parts are nonnegative, and $m_jp_j=0$. Therefore

$$
m\cdot Ap=\sum_a A_{aa}m_ap_a+\sum_{a\ne b}m_aH_{ab}p_b\le 0,
$$

because the first sum vanishes and no term of the second is positive. Also $m\cdot Ax\ge0$. Subtracting,

$$
m\cdot Am=m\cdot Ap-m\cdot Ax\le0 .
$$

The energy condition forces $m=0$, so $x=p\ge0$.

**Columns of $G$.** Let $g$ be column $k$ of $G$, so that $Ag=e_k$, the unit vector at $k$. This source is nonnegative, hence so is $g$. Since $e_k\neq0$, also $g\ne0$, and

$$
G_{kk}=g\cdot e_k=g\cdot Ag>0 .
$$

**Chains of couplings.** Suppose $H_{ac}<0$ with $a\ne c$, and $G_{ck}>0$. If $G_{ak}$ were zero, row $a$ of $AG=1$ would read

$$
\delta_{ak}=\sum_{b\ne a}H_{ab}G_{bk}\le H_{ac}G_{ck}<0,
$$

which is impossible. Starting from $G_{kk}>0$ and working backwards, $G_{ik}>0$ whenever a chain of negative matrix elements leads from $i$ to $k$.

**Raising the energy.** Let $E\le E'$, with the energy condition true at $E'$. It is then true at $E$, because

$$
x\cdot(H-E)x=x\cdot(H-E')x+(E'-E)\,x\cdot x .
$$

Inserting $H-E=(H-E')+(E'-E)$ into $G(E')=G(E)(H-E)G(E')$ gives the resolvent identity

$$
G(E')=G(E)+(E'-E)\,G(E)G(E').
$$

For stoquastic $H$ the last term has no negative entry, so no entry of $G$ decreases when the energy is raised from $E$ to $E'$.

**Two sites.** For zero site energies, coupling $t$ and $E<-|t|$, number the sites 0 and 1. The quadratic form is

$$
-E(x_0^2+x_1^2)+2t\,x_0x_1=(-E-|t|)(x_0^2+x_1^2)+|t|(x_0\pm x_1)^2,
$$

with the upper sign for $t\ge0$ and the lower for $t\le0$. It is positive for $x\ne0$. Multiplying out confirms

$$
G=\frac{1}{E^2-t^2}\begin{pmatrix}-E&-t\\-t&-E\end{pmatrix}.
$$

For $t>0$ the energy condition holds and the off-diagonal entries are negative, so the energy condition alone does not give the result.

## The Lean file

```lean
import Mathlib

open Matrix

namespace StoquasticGreen

noncomputable section

variable {n : Type*} [Fintype n] [DecidableEq n]

/-- A real matrix is stoquastic if all its off-diagonal entries are nonpositive. -/
def Stoquastic (H : Matrix n n ℝ) : Prop := ∀ i j, i ≠ j → H i j ≤ 0

/-- The energy `E` lies below `H` if the quadratic form of `H - E` is positive on every
nonzero real vector. -/
def LiesBelow (E : ℝ) (H : Matrix n n ℝ) : Prop :=
  ∀ x : n → ℝ, x ≠ 0 → 0 < x ⬝ᵥ ((H - E • (1 : Matrix n n ℝ)) *ᵥ x)

/-- The Green's matrix `(H - E)⁻¹`, meaningful where `H - E` is invertible. -/
def green (H : Matrix n n ℝ) (E : ℝ) : Matrix n n ℝ := (H - E • (1 : Matrix n n ℝ))⁻¹

variable {H : Matrix n n ℝ} {E E' : ℝ}

/-- If `E` lies below `H`, the Green's matrix is a true inverse of `H - E`. -/
theorem mul_green (hE : LiesBelow E H) :
    (H - E • (1 : Matrix n n ℝ)) * green H E = 1 := by
  apply Matrix.mul_nonsing_inv
  rw [isUnit_iff_ne_zero]
  intro hdet
  -- a singular matrix would have a null vector, on which the quadratic form vanishes
  obtain ⟨v, hv, h0⟩ := Matrix.exists_mulVec_eq_zero_iff.mpr hdet
  have h := hE v hv
  rw [h0, dotProduct_zero] at h
  exact lt_irrefl _ h

/-- For stoquastic `H` and `E` below `H`, a vector `x` whose source `(H - E) x` is nonnegative
in every entry is itself nonnegative in every entry. -/
theorem response_nonneg (hS : Stoquastic H) (hE : LiesBelow E H) {x : n → ℝ}
    (hx : ∀ i, 0 ≤ ((H - E • (1 : Matrix n n ℝ)) *ᵥ x) i) (i : n) : 0 ≤ x i := by
  by_contra hi
  have hneg : x i < 0 := lt_of_not_ge hi
  -- the negative part of `x` serves as test vector
  let m : n → ℝ := fun j => max (-x j) 0
  have hm : ∀ j, 0 ≤ m j := fun j => le_max_right _ _
  have hp : ∀ j, 0 ≤ m j + x j := fun j => by
    have : -x j ≤ m j := le_max_left _ _
    linarith
  have hmp : ∀ j, m j * (m j + x j) = 0 := fun j => by
    rcases le_total (x j) 0 with h | h
    · have : m j = -x j := max_eq_left (by linarith)
      rw [this]; ring
    · have : m j = 0 := max_eq_right (by linarith)
      rw [this]; ring
  have hm0 : m ≠ 0 := fun h => by
    have h1 : m i = 0 := congrFun h i
    have h2 : -x i ≤ m i := le_max_left _ _
    linarith
  -- negative and positive parts are coupled only by off-diagonal entries
  have hcross : m ⬝ᵥ ((H - E • (1 : Matrix n n ℝ)) *ᵥ (m + x)) ≤ 0 := by
    refine Finset.sum_nonpos fun a _ => ?_
    have hrow : ((H - E • (1 : Matrix n n ℝ)) *ᵥ (m + x)) a
        = ∑ b, (H - E • (1 : Matrix n n ℝ)) a b * (m b + x b) := rfl
    rw [hrow, Finset.mul_sum]
    refine Finset.sum_nonpos fun b _ => ?_
    by_cases hab : a = b
    · subst hab
      apply le_of_eq
      linear_combination (H - E • (1 : Matrix n n ℝ)) a a * hmp a
    · have hA : (H - E • (1 : Matrix n n ℝ)) a b = H a b := by
        simp [Matrix.one_apply_ne hab]
      rw [hA]
      exact mul_nonpos_of_nonneg_of_nonpos (hm a)
        (mul_nonpos_of_nonpos_of_nonneg (hS a b hab) (hp b))
  have hsrc : 0 ≤ m ⬝ᵥ ((H - E • (1 : Matrix n n ℝ)) *ᵥ x) :=
    Finset.sum_nonneg fun a _ => mul_nonneg (hm a) (hx a)
  rw [Matrix.mulVec_add, dotProduct_add] at hcross
  linarith [hE m hm0]

/-- Stoquastic positivity: if the off-diagonal entries of `H` are nonpositive and `E` lies
below `H`, every entry of `(H - E)⁻¹` is nonnegative and every diagonal entry is positive. -/
theorem green_nonneg_and_diag_pos (hS : Stoquastic H) (hE : LiesBelow E H) :
    (∀ i k, 0 ≤ green H E i k) ∧ ∀ k, 0 < green H E k k := by
  -- column `k` is the response to a unit source at `k`
  have hcol : ∀ k i, ((H - E • (1 : Matrix n n ℝ)) *ᵥ fun j => green H E j k) i
      = (1 : Matrix n n ℝ) i k := fun k i =>
    congrArg (fun M : Matrix n n ℝ => M i k) (mul_green hE)
  constructor
  · intro i k
    refine response_nonneg hS hE (x := fun j => green H E j k) (fun a => ?_) i
    rw [hcol k a, Matrix.one_apply]
    split_ifs <;> norm_num
  · intro k
    have hne : (fun j => green H E j k) ≠ 0 := fun h0 => by
      have h := hcol k k
      rw [h0, Matrix.mulVec_zero] at h
      simp at h
    have hsingle : ((H - E • (1 : Matrix n n ℝ)) *ᵥ fun j => green H E j k)
        = Pi.single k 1 := by
      funext i
      rw [hcol k i, Matrix.one_apply, Pi.single_apply]
    -- the quadratic form on column `k` is the diagonal entry
    have h := hE _ hne
    rw [hsingle, dotProduct_single, mul_one] at h
    exact h

/-- For stoquastic `H` and `E` below `H`, the entry `(i, k)` of the Green's matrix is strictly
positive whenever a chain of negative matrix elements of `H` leads from `i` to `k`. -/
theorem green_pos_of_path (hS : Stoquastic H) (hE : LiesBelow E H) {i k : n}
    (h : Relation.ReflTransGen (fun a b => H a b < 0) i k) : 0 < green H E i k := by
  obtain ⟨hnn, hdiag⟩ := green_nonneg_and_diag_pos hS hE
  induction h using Relation.ReflTransGen.head_induction_on with
  | refl => exact hdiag k
  | @head a c hac _ ih =>
    by_cases hne : a = c
    · rw [hne]; exact ih
    by_contra hcon
    have hzero : green H E a k = 0 := le_antisymm (le_of_not_gt hcon) (hnn a k)
    have hrow : ∑ b, (H - E • (1 : Matrix n n ℝ)) a b * green H E b k
        = (1 : Matrix n n ℝ) a k :=
      congrArg (fun M : Matrix n n ℝ => M a k) (mul_green hE)
    have hone : 0 ≤ (1 : Matrix n n ℝ) a k := by
      rw [Matrix.one_apply]
      split_ifs <;> norm_num
    have hA : ∀ b, a ≠ b → (H - E • (1 : Matrix n n ℝ)) a b = H a b := fun b hab => by
      simp [Matrix.one_apply_ne hab]
    -- a vanishing entry would make the entry `(a, k)` of `(H - E) G` negative
    have hlt : ∑ b, (H - E • (1 : Matrix n n ℝ)) a b * green H E b k < ∑ _b : n, (0 : ℝ) := by
      refine Finset.sum_lt_sum (fun b _ => ?_) ⟨c, Finset.mem_univ c, ?_⟩
      · by_cases hab : a = b
        · rw [← hab, hzero, mul_zero]
        · rw [hA b hab]
          exact mul_nonpos_of_nonpos_of_nonneg (hS a b hab) (hnn b k)
      · rw [hA c hne]
        exact mul_neg_of_neg_of_pos hac ih
    rw [hrow, Finset.sum_const_zero] at hlt
    linarith

/-- Every energy at or under an energy that lies below `H` also lies below `H`. -/
theorem LiesBelow.of_le (hE' : LiesBelow E' H) (h : E ≤ E') : LiesBelow E H := by
  intro x hx
  have hs : H - E • (1 : Matrix n n ℝ) = (H - E' • (1 : Matrix n n ℝ))
      + (E' - E) • (1 : Matrix n n ℝ) := by
    rw [sub_smul]; abel
  have hxx : 0 ≤ x ⬝ᵥ x := Finset.sum_nonneg fun i _ => mul_self_nonneg (x i)
  rw [hs, Matrix.add_mulVec, dotProduct_add, Matrix.smul_mulVec, Matrix.one_mulVec,
    dotProduct_smul, smul_eq_mul]
  linarith [hE' x hx, mul_nonneg (sub_nonneg.mpr h) hxx]

/-- For stoquastic `H`, no entry of the Green's matrix decreases when the energy is raised
from `E` to an energy `E'` that still lies below `H`. -/
theorem green_mono (hS : Stoquastic H) (hE' : LiesBelow E' H) (h : E ≤ E') (i k : n) :
    green H E i k ≤ green H E' i k := by
  have hE := hE'.of_le h
  have hL : green H E * (H - E • (1 : Matrix n n ℝ)) = 1 := mul_eq_one_comm.mp (mul_green hE)
  have hs : H - E • (1 : Matrix n n ℝ) = (H - E' • (1 : Matrix n n ℝ))
      + (E' - E) • (1 : Matrix n n ℝ) := by
    rw [sub_smul]; abel
  -- the resolvent identity
  have key : green H E' = green H E + (E' - E) • (green H E * green H E') := by
    calc green H E' = green H E * (H - E • (1 : Matrix n n ℝ)) * green H E' := by
          rw [hL, one_mul]
      _ = green H E * ((H - E' • (1 : Matrix n n ℝ)) * green H E')
          + (E' - E) • (green H E * green H E') := by
          rw [hs, mul_add, add_mul, mul_assoc, Matrix.mul_smul, mul_one, Matrix.smul_mul]
      _ = green H E + (E' - E) • (green H E * green H E') := by
          rw [mul_green hE', mul_one]
  have hentry : green H E' i k
      = green H E i k + (E' - E) * ∑ j, green H E i j * green H E' j k :=
    congrArg (fun M : Matrix n n ℝ => M i k) key
  have hsum : 0 ≤ ∑ j, green H E i j * green H E' j k := Finset.sum_nonneg fun j _ =>
    mul_nonneg ((green_nonneg_and_diag_pos hS hE).1 i j)
      ((green_nonneg_and_diag_pos hS hE').1 j k)
  linarith [mul_nonneg (sub_nonneg.mpr h) hsum]

/-- Two sites with zero site energies and real coupling `t` of either sign: each energy `E < -|t|`
lies below the Hamiltonian, and the off-diagonal entries of the Green's matrix are
`-t / (E ^ 2 - t ^ 2)`. -/
theorem green_two_site_witness {t E : ℝ} (h : E < -|t|) :
    LiesBelow E !![0, t; t, 0] ∧
      green !![0, t; t, 0] E = (1 / (E ^ 2 - t ^ 2)) • !![-E, -t; -t, -E] := by
  have hA : !![0, t; t, 0] - E • (1 : Matrix (Fin 2) (Fin 2) ℝ) = !![-E, t; t, -E] := by
    ext i j
    fin_cases i <;> fin_cases j <;> simp
  constructor
  · intro x hx
    have hform : x ⬝ᵥ (!![-E, t; t, -E] *ᵥ x)
        = -E * (x 0 ^ 2 + x 1 ^ 2) + 2 * t * (x 0 * x 1) := by
      simp [Matrix.mulVec, dotProduct, Fin.sum_univ_two]
      ring
    have hpos : 0 < x 0 ^ 2 + x 1 ^ 2 := by
      by_contra hcon
      have h0 : x 0 = 0 := pow_eq_zero_iff (two_ne_zero) |>.mp
        (by nlinarith [sq_nonneg (x 0), sq_nonneg (x 1)])
      have h1 : x 1 = 0 := pow_eq_zero_iff (two_ne_zero) |>.mp
        (by nlinarith [sq_nonneg (x 0), sq_nonneg (x 1)])
      apply hx
      funext i
      fin_cases i
      · exact h0
      · exact h1
    -- the coupling term is bounded by `|t|` times the squared norm
    have hbound : 0 ≤ |t| * (x 0 ^ 2 + x 1 ^ 2) + 2 * t * (x 0 * x 1) := by
      rcases le_total 0 t with ht | ht
      · rw [abs_of_nonneg ht]
        linarith [mul_nonneg ht (sq_nonneg (x 0 + x 1))]
      · rw [abs_of_nonpos ht]
        linarith [mul_nonneg (neg_nonneg.mpr ht) (sq_nonneg (x 0 - x 1))]
    have hgap : 0 < (-E - |t|) * (x 0 ^ 2 + x 1 ^ 2) := mul_pos (by linarith) hpos
    rw [hA, hform]
    linarith
  · have h1 : 0 < -E - |t| := by linarith
    have h2 : 0 < -E + |t| := by linarith [abs_nonneg t]
    have hd : E ^ 2 - t ^ 2 ≠ 0 := by
      have : 0 < E ^ 2 - t ^ 2 := by nlinarith [mul_pos h1 h2, sq_abs t]
      exact this.ne'
    have hmul : !![-E, t; t, -E] * !![-E, -t; -t, -E]
        = (E ^ 2 - t ^ 2) • (1 : Matrix (Fin 2) (Fin 2) ℝ) := by
      ext i j
      fin_cases i <;> fin_cases j <;> simp [Matrix.mul_apply, Fin.sum_univ_two] <;> ring
    unfold green
    rw [hA]
    apply Matrix.inv_eq_right_inv
    rw [Matrix.mul_smul, hmul, smul_smul, one_div_mul_cancel hd, one_smul]

end

end StoquasticGreen
```

```lean
#print axioms StoquasticGreen.green_pos_of_path
#print axioms StoquasticGreen.green_mono
```

```
'StoquasticGreen.green_pos_of_path' depends on axioms: [propext, Classical.choice, Quot.sound]
'StoquasticGreen.green_mono' depends on axioms: [propext, Classical.choice, Quot.sound]
```

## From the definitions to the theorems

The finite type `n` labels the basis states, and `Matrix n n ℝ` holds the Hamiltonian. `Stoquastic H` is the sign condition and `LiesBelow E H` the energy condition; `⬝ᵥ` is the real dot product and `*ᵥ` applies a matrix to a vector. `green H E` is the inverse of $H-E$. Codes that define the resolvent as $(E-H)^{-1}$ get the opposite sign for every entry.

`mul_green` proves $AG=1$. `response_nonneg` is the argument with the negative part, run by contradiction: an entry `x i < 0` makes `m` nonzero. Inside it, `hcross` is $m\cdot Ap\le0$, with the case split `by_cases hab : a = b` separating diagonal from off-diagonal terms, and `hsrc` is $m\cdot Ax\ge0$. The closing `linarith` sets both against the positive form at `m`.

`green_nonneg_and_diag_pos` is the main theorem. Its `hcol` says that column `k` answers a unit source at `k`; the first half passes this to `response_nonneg`, and the second evaluates the quadratic form on the column.

In `green_pos_of_path`, the hypothesis `Relation.ReflTransGen` encodes a chain of zero or more steps with `H a b < 0`. The induction adds steps at the front of the chain, as in the derivation. A step from a state to itself, allowed when its diagonal entry is negative, changes nothing. `LiesBelow.of_le` and `green_mono` cover the change of energy, with the resolvent identity in `key`. `green_two_site_witness` gives the explicit two-site inverse for either sign of `t`.

## A null vector from a vanishing determinant

The proof turns on `Matrix.exists_mulVec_eq_zero_iff`. Mathlib's matrix inverse is defined for every square matrix and is the zero matrix when the determinant is not invertible, so writing `⁻¹` does not by itself supply $AG=1$. The lemma `Matrix.mul_nonsing_inv` supplies it once the determinant is known to be a unit, which over the reals means nonzero.

The energy condition, however, speaks about vectors and not about determinants. `Matrix.exists_mulVec_eq_zero_iff` connects the two: a determinant is zero exactly when some nonzero vector is sent to zero. In `mul_green`, its direction `.mpr` turns the assumption `hdet` of a zero determinant into a vector `v` with `hv : v ≠ 0` and `h0` stating that $Av=0$. The quadratic form at `v` is then both zero and positive. No eigenvalues are needed, and no symmetry of `H`.

## What a code must still establish

The theorems cover every finite real matrix that meets the two conditions, symmetric or not. For a nonsymmetric matrix, `LiesBelow` constrains the quadratic form, and having $E$ below all real eigenvalues is not enough to ensure it.

Both conditions are assumptions about the input. The file offers no procedure for finding a basis in which a given Hamiltonian is stoquastic, and no lower bound on its lowest eigenvalue. Fermionic Hamiltonians often have off-diagonal elements of both signs in the basis a code uses, and the theorem is then silent.

Complex Hermitian matrices, infinite-dimensional operators and complex energies $E+i\eta$ are not treated. The entries are real numbers, not floating-point ones, so small negative values caused by rounding are neither excluded nor bounded. Nor does a nonnegative $G$ settle how fast a simulation converges or how large its variance is.
